# Frontier energies of a convex energy curve bracket the total energy difference and bound its deviation from a straight line

Let $E(w)$ be the energy of a system with $N-1+w$ electrons, where $0\le w\le 1$, and suppose that $E$ is convex on $[0,1]$. Write $-A$ for its slope at $w=0$ and $-I$ for its slope at $w=1$. Then

$$I\;\le\;E(0)-E(1)\;\le\;A .$$

The curve lies below the straight line through its endpoints by at most $(A-I)/4$, and the straight-line error $I-A$ vanishes exactly when the curve is that line.

In a one-shot $GW$ calculation the result depends on the functional that supplies the starting orbitals, and one way to choose a hybrid starting point is to tune its exchange fraction until the $GW$ ionization energy of the $N$-electron system agrees with the $GW$ affinity of the $(N-1)$-electron system. The theorems concern the analogous condition $I=A$ on the end slopes of a single convex energy curve, and for hybrids whose curves mix linearly; no self-energy appears in them.

## The energy curve and its end slopes

```lean
import Mathlib

open Set Filter Topology

namespace StraightLineError

noncomputable section
```

The first line loads Mathlib. The `open` line gives short names to intervals and limits: `Icc 0 1` is the closed interval $[0,1]$, and `Ioc 0 1` is $(0,1]$.

```lean
/-- The frontier energies of an energy curve `E w` at `N - 1 + w` electrons: `-A` is the slope
at the `N - 1` electron end and `-I` the slope at the `N` electron end. -/
structure FrontierEnergies (E : ℝ → ℝ) (I A : ℝ) : Prop where
  affinity : HasDerivWithinAt E (-A) (Icc 0 1) 0
  ionization : HasDerivWithinAt E (-I) (Icc 0 1) 1
```

An energy curve is any function `E : ℝ → ℝ`, of which only the values on $[0,1]$ matter. `FrontierEnergies E I A` is the statement that $E$ has the end slopes

$$E'(0^+)=-A,\qquad E'(1^-)=-I .$$

`HasDerivWithinAt E (-A) (Icc 0 1) 0` reads "$E$ has derivative $-A$ at $0$, when the point is approached from within $[0,1]$". This is a one-sided derivative, as it should be, since an energy curve may have a kink at an integer. Nothing is assumed about differentiability between the ends.

The signs follow the usual convention. $A$ is the affinity of the $(N-1)$-electron system and $I$ the ionization energy of the $N$-electron system, each read off from a slope. For a semilocal density functional, whose potential does not jump at an integer electron number, Janak's theorem identifies these slopes with orbital energies: $-A$ with the lowest empty level at $N-1$ electrons, $-I$ with the highest occupied level at $N$. That identification is physical input; the file works with slopes only.

```lean
/-- The straight line joining the energies at the two integer electron numbers. -/
def chord (E : ℝ → ℝ) (w : ℝ) : ℝ := (1 - w) * E 0 + w * E 1
```

The chord is the linear interpolation between the two integer energies,

$$L(w)=(1-w)\,E(0)+w\,E(1),$$

which is the form that the exact ground-state energy takes between integers.

```lean
/-- The energy curve of a hybrid with fraction `α` of the second parent functional. -/
def hybrid (Es Ex : ℝ → ℝ) (α w : ℝ) : ℝ := (1 - α) * Es w + α * Ex w
```

Two parent functionals, say a semilocal one with curve $E_s$ and one with full exact exchange with curve $E_x$, are mixed as $(1-\alpha)E_s(w)+\alpha E_x(w)$. This is an idealisation: it holds when the orbitals at each $w$ are kept fixed as $\alpha$ changes. Self-consistent orbitals in general respond to $\alpha$, and the energy is then no longer linear in it.

```lean
/-- An energy curve made of two straight pieces of slopes `-A` and `-I` that meet at
half filling. -/
def kinked (I A w : ℝ) : ℝ := max (-A * w) (-I * w - (A - I) / 2)
```

This test curve runs with slope $-A$ up to $w=\tfrac12$ and with slope $-I$ afterwards, provided that $I\le A$. It will show that the factor $\tfrac14$ is the best possible.

## A convex curve lies above its tangents

```lean
/-- A convex energy curve lies above its tangent at any filling `a`. -/
theorem tangent_below {E : ℝ → ℝ} {d a w : ℝ} (hE : ConvexOn ℝ (Icc 0 1) E)
    (ha : a ∈ Icc (0 : ℝ) 1) (hw : w ∈ Icc (0 : ℝ) 1)
    (hd : HasDerivWithinAt E d (Icc 0 1) a) : E a + d * (w - a) ≤ E w := by
  -- follow the energy along the segment from `a` to `w`
  have hline : HasDerivAt (fun t : ℝ => a + t * (w - a)) (w - a) 0 :=
    (((hasDerivAt_id (0 : ℝ)).mul_const (w - a)).const_add a).congr_deriv (one_mul _)
  have hd' : HasDerivWithinAt E d (Icc 0 1) ((fun t : ℝ => a + t * (w - a)) 0) := by
    have e : (fun t : ℝ => a + t * (w - a)) 0 = a := by simp
    rw [e]
    exact hd
  have hmaps : MapsTo (fun t : ℝ => a + t * (w - a)) (Ioc 0 1) (Icc 0 1) := by
    intro t ht
    have h1 : 0 ≤ 1 - t := by linarith [ht.2]
    have h := (convex_Icc (0 : ℝ) 1) ha hw h1 ht.1.le (by ring)
    have e : (1 - t) • a + t • w = a + t * (w - a) := by
      simp only [smul_eq_mul]
      ring
    rw [e] at h
    exact h
  have hcomp := HasDerivWithinAt.comp (0 : ℝ) hd' hline.hasDerivWithinAt hmaps
  rw [hasDerivWithinAt_iff_tendsto_slope' (by simp)] at hcomp
  have : NeBot (𝓝[Ioc (0 : ℝ) 1] 0) := left_nhdsWithin_Ioc_neBot one_pos
  -- every secant slope is at most the slope of the full segment
  have key : d * (w - a) ≤ E w - E a := by
    refine le_of_tendsto hcomp ?_
    filter_upwards [self_mem_nhdsWithin] with t ht
    have h1 : 0 ≤ 1 - t := by linarith [ht.2]
    have c := hE.2 ha hw h1 ht.1.le (by ring)
    simp only [smul_eq_mul] at c
    have e : (1 - t) * a + t * w = a + t * (w - a) := by ring
    rw [e] at c
    rw [slope_def_field, div_le_iff₀ (show (0 : ℝ) < t - 0 by linarith [ht.1])]
    simp only [Function.comp_apply, zero_mul, add_zero, sub_zero]
    linarith
  linarith
```

The statement says that if $a$ and $w$ are in $[0,1]$ and $E$ has slope $d$ at $a$, then

$$E(a)+d\,(w-a)\le E(w).$$

`ConvexOn ℝ (Icc 0 1) E` is the convexity assumption. It stands for the behaviour typical of semilocal functionals, which make fractionally charged systems too stable.

By hand, walk from $a$ towards $w$ along $a+t(w-a)$ with $0<t\le1$. Convexity gives

$$E\big(a+t(w-a)\big)\le(1-t)E(a)+tE(w),$$

and, after subtracting $E(a)$ and dividing by $t$,

$$\frac{E\big(a+t(w-a)\big)-E(a)}{t}\le E(w)-E(a).$$

As $t\to0^+$ the left side tends to $d\,(w-a)$ by the chain rule, and the inequality survives the limit.

In Lean, `hline` is the derivative of the path, `hmaps` says that the path stays inside $[0,1]$, and `hcomp` is the chain rule. The block `key` contains the secant inequality and its limit.

### How Lean passes to the limit

The bracket and the upper bound on the deviation both rest on the step from secants to the tangent, and Lean handles it with a filter, its general notion of "approaching". The expression `𝓝[Ioc (0 : ℝ) 1] 0` means "$t$ tends to $0$ through values in $(0,1]$". The lemma `hasDerivWithinAt_iff_tendsto_slope'` turns a derivative into the statement that difference quotients converge along this filter. It requires that the base point is not in the set, which is why the path uses $(0,1]$ and not $[0,1]$.

Then `le_of_tendsto` says that if a quantity converges, and is at most $c$ all along the approach, its limit is at most $c$. The tactic `filter_upwards [self_mem_nhdsWithin]` reduces "all along the approach" to a single $t$ in $(0,1]$, where the secant inequality is ordinary algebra. One condition remains: the filter must not be trivial, because a limit over no points at all would carry no information. The line with `NeBot` supplies this, since there are points of $(0,1]$ arbitrarily close to $0$.

## From two tangents to the bounds

```lean
/-- For a convex energy curve the total energy difference lies between the two
frontier energies. -/
theorem frontier_bracket {E : ℝ → ℝ} {I A : ℝ} (hE : ConvexOn ℝ (Icc 0 1) E)
    (h : FrontierEnergies E I A) : I ≤ E 0 - E 1 ∧ E 0 - E 1 ≤ A := by
  have h0 : (0 : ℝ) ∈ Icc (0 : ℝ) 1 := by simp
  have h1 : (1 : ℝ) ∈ Icc (0 : ℝ) 1 := by simp
  have t0 := tangent_below hE h0 h1 h.affinity
  have t1 := tangent_below hE h1 h0 h.ionization
  constructor <;> linarith
```

Use the tangent at each end and evaluate it at the opposite end. The tangent at $0$, taken at $w=1$, gives $E(0)-A\le E(1)$. The tangent at $1$, taken at $w=0$, gives $E(1)+I\le E(0)$. Rearranged, these are

$$E(0)-E(1)\le A,\qquad I\le E(0)-E(1).$$

In the proof `t0` and `t1` are the two tangent inequalities, and `linarith`, which combines linear inequalities, rearranges them. For a convex curve, then, $I$, read off at $N$ electrons, underestimates the total energy difference $E(0)-E(1)$ or equals it, and $A$, read off at $N-1$ electrons, overestimates it or equals it.

```lean
/-- At filling `w` a convex energy curve lies below its chord by at most
`w (1 - w) (A - I)`. -/
theorem deviation_bound {E : ℝ → ℝ} {I A w : ℝ} (hE : ConvexOn ℝ (Icc 0 1) E)
    (h : FrontierEnergies E I A) (hw : w ∈ Icc (0 : ℝ) 1) :
    0 ≤ chord E w - E w ∧ chord E w - E w ≤ w * (1 - w) * (A - I) := by
  have h0 : (0 : ℝ) ∈ Icc (0 : ℝ) 1 := by simp
  have h1 : (1 : ℝ) ∈ Icc (0 : ℝ) 1 := by simp
  have hw' : 0 ≤ 1 - w := by linarith [hw.2]
  unfold chord
  constructor
  · have c := hE.2 h0 h1 hw' hw.1 (by ring)
    simp only [smul_eq_mul] at c
    have e : (1 - w) * 0 + w * 1 = w := by ring
    rw [e] at c
    linarith
  · -- average the two endpoint tangents with weights `1 - w` and `w`
    have t0 := mul_le_mul_of_nonneg_left (tangent_below hE h0 hw h.affinity) hw'
    have t1 := mul_le_mul_of_nonneg_left (tangent_below hE h1 hw h.ionization) hw.1
    nlinarith [t0, t1]
```

The deviation is $L(w)-E(w)$. It is non-negative directly from convexity. For the upper bound, write both tangents at the same filling $w$:

$$E(w)\ge E(0)-A\,w,\qquad E(w)\ge E(1)+I\,(1-w).$$

Multiply the first by $1-w$, the second by $w$, and add:

$$E(w)\ge L(w)-w(1-w)(A-I).$$

This bound vanishes at both integers. In Lean, `mul_le_mul_of_nonneg_left` performs the two multiplications, for which the weights must be non-negative, and `nlinarith` does the addition.

```lean
/-- The frontier energies of a convex energy curve coincide exactly when the curve is the
straight line between the integer electron numbers. -/
theorem straight_iff {E : ℝ → ℝ} {I A : ℝ} (hE : ConvexOn ℝ (Icc 0 1) E)
    (h : FrontierEnergies E I A) : I - A = 0 ↔ ∀ w ∈ Icc (0 : ℝ) 1, E w = chord E w := by
  constructor
  · intro hIA w hw
    obtain ⟨l, u⟩ := deviation_bound hE h hw
    have e : A - I = 0 := by linarith
    rw [e, mul_zero] at u
    linarith
  · intro hs
    -- a straight curve is also concave, so the bracket holds for its negative
    have hneg : ConvexOn ℝ (Icc 0 1) (fun w => -E w) := by
      refine ⟨convex_Icc 0 1, ?_⟩
      intro x hx y hy a b ha hb hab
      have hm := (convex_Icc (0 : ℝ) 1) hx hy ha hb hab
      have e : E (a • x + b • y) = a * E x + b * E y := by
        rw [hs _ hm, hs x hx, hs y hy]
        simp only [chord, smul_eq_mul]
        linear_combination (-E 0) * hab
      show -E (a • x + b • y) ≤ a * -E x + b * -E y
      rw [e]
      linarith
    have hf : FrontierEnergies (fun w => -E w) (-I) (-A) :=
      ⟨h.affinity.neg, h.ionization.neg⟩
    have b1 := frontier_bracket hE h
    have b2 := frontier_bracket hneg hf
    linarith [b1.1, b1.2, b2.1, b2.2]
```

The symbol `↔` means "if and only if", and the two bullets of the proof are its two directions.

If $I-A=0$, the previous bound reads $0\le L(w)-E(w)\le0$, so $E(w)=L(w)$ at every filling.

Conversely, let $E$ coincide with its chord on $[0,1]$. Then $-E$ is a straight line too, hence convex, and its frontier energies are $-I$ and $-A$. The bracket applied to $-E$ gives

$$-I\le-(E(0)-E(1))\le-A,$$

that is, $A\le E(0)-E(1)\le I$. Together with $I\le E(0)-E(1)\le A$ this forces $I=A$. The same conclusion follows by reading off the slope of a line at both ends; the route through $-E$ lets the file use the bracket a second time. `hneg` is the convexity of $-E$, `hf` its frontier energies, and `b1` and `b2` are the two brackets.

Convexity is essential to the first direction. A curve that wiggles can have equal slopes at its two ends without being straight.

```lean
/-- For a convex energy curve, `I ≤ E 0 - E 1 ≤ A`, the curve lies below its chord by at most
`(A - I) / 4`, and `I - A` vanishes exactly when the curve is straight. -/
theorem straight_line_error {E : ℝ → ℝ} {I A : ℝ} (hE : ConvexOn ℝ (Icc 0 1) E)
    (h : FrontierEnergies E I A) :
    (I ≤ E 0 - E 1 ∧ E 0 - E 1 ≤ A) ∧
    (∀ w ∈ Icc (0 : ℝ) 1, 0 ≤ chord E w - E w ∧ chord E w - E w ≤ (A - I) / 4) ∧
    (I - A = 0 ↔ ∀ w ∈ Icc (0 : ℝ) 1, E w = chord E w) := by
  have b := frontier_bracket hE h
  refine ⟨b, fun w hw => ?_, straight_iff hE h⟩
  obtain ⟨l, u⟩ := deviation_bound hE h hw
  have hAI : 0 ≤ A - I := by linarith [b.1, b.2]
  exact ⟨l, by nlinarith [mul_nonneg hAI (sq_nonneg (w - 1 / 2))]⟩
```

This theorem collects the three results, joined by `∧` ("and"). The new ingredient is the factor $\tfrac14$, which follows from

$$\tfrac14-w(1-w)=\big(w-\tfrac12\big)^2\ge0 .$$

Multiplying by $A-I$, which is non-negative by the bracket, gives

$$w(1-w)(A-I)\le\frac{A-I}{4}.$$

The hint passed to `nlinarith` is exactly this product of $A-I$ with a square. Two end slopes therefore bound the deviation of the curve from its own chord, at all fractional fillings at once.

## A curve that reaches the bound

```lean
/-- For any `I ≤ A` the kinked curve is convex, has frontier energies `I` and `A`, and lies
below its chord by exactly `(A - I) / 4` at half filling. -/
theorem quarter_bound_sharp {I A : ℝ} (hIA : I ≤ A) :
    ConvexOn ℝ (Icc 0 1) (kinked I A) ∧ FrontierEnergies (kinked I A) I A ∧
    chord (kinked I A) (1 / 2) - kinked I A (1 / 2) = (A - I) / 4 := by
  have left : ∀ w : ℝ, w ≤ 1 / 2 → kinked I A w = -A * w := fun w hw =>
    max_eq_left (by nlinarith [mul_nonneg (sub_nonneg.2 hIA) (sub_nonneg.2 hw)])
  have right : ∀ w : ℝ, 1 / 2 ≤ w → kinked I A w = -I * w - (A - I) / 2 := fun w hw =>
    max_eq_right (by nlinarith [mul_nonneg (sub_nonneg.2 hIA) (sub_nonneg.2 hw)])
  refine ⟨⟨convex_Icc 0 1, ?_⟩, ⟨?_, ?_⟩, ?_⟩
  · intro x _ y _ a b ha hb hab
    obtain rfl : b = 1 - a := by linarith
    simp only [kinked, smul_eq_mul]
    apply max_le
    · have p := mul_le_mul_of_nonneg_left (le_max_left (-A * x) (-I * x - (A - I) / 2)) ha
      have q := mul_le_mul_of_nonneg_left (le_max_left (-A * y) (-I * y - (A - I) / 2)) hb
      linarith
    · have p := mul_le_mul_of_nonneg_left (le_max_right (-A * x) (-I * x - (A - I) / 2)) ha
      have q := mul_le_mul_of_nonneg_left (le_max_right (-A * y) (-I * y - (A - I) / 2)) hb
      linarith
  · have d : HasDerivAt (fun w : ℝ => -A * w) (-A) 0 :=
      ((hasDerivAt_id (0 : ℝ)).const_mul (-A)).congr_deriv (mul_one _)
    refine (d.congr_of_eventuallyEq ?_).hasDerivWithinAt
    filter_upwards [Iio_mem_nhds (show (0 : ℝ) < 1 / 2 by norm_num)] with w hw
    exact left w (le_of_lt hw)
  · have d : HasDerivAt (fun w : ℝ => -I * w - (A - I) / 2) (-I) 1 :=
      (((hasDerivAt_id (1 : ℝ)).const_mul (-I)).sub_const _).congr_deriv (mul_one _)
    refine (d.congr_of_eventuallyEq ?_).hasDerivWithinAt
    filter_upwards [Ioi_mem_nhds (show (1 / 2 : ℝ) < 1 by norm_num)] with w hw
    exact right w (le_of_lt hw)
  · unfold chord
    rw [left 0 (by norm_num), right 1 (by norm_num), left (1 / 2) le_rfl]
    ring
```

For every pair $I\le A$ the kinked curve satisfies all the hypotheses and attains the bound. The bound is a worst case, not an estimate: a parabola with the same end slopes lies only $(A-I)/8$ below its chord at half filling. It is convex because it is the maximum of two straight lines. Near $w=0$ it equals $-Aw$, with slope $-A$; near $w=1$ it equals $-Iw-(A-I)/2$, with slope $-I$. Its values are

$$E(0)=0,\qquad E(\tfrac12)=-\tfrac{A}{2},\qquad E(1)=-\tfrac{A+I}{2},$$

so at half filling

$$L(\tfrac12)-E(\tfrac12)=-\frac{A+I}{4}+\frac{A}{2}=\frac{A-I}{4}.$$

The helpers `left` and `right` say which straight piece is the larger on each side of $\tfrac12$. The slopes are then those of the pieces, because a derivative depends only on the function near the point; this is what `congr_of_eventuallyEq` expresses.

## Tuning a hybrid

```lean
/-- A hybrid with a convex energy curve is straight between the integers exactly when its mixing
fraction `α` solves a linear equation in the errors `A - I` of the two parents. -/
theorem hybrid_straight_iff {Es Ex : ℝ → ℝ} {Is As Ix Ax α : ℝ}
    (hs : FrontierEnergies Es Is As) (hx : FrontierEnergies Ex Ix Ax)
    (hc : ConvexOn ℝ (Icc 0 1) (hybrid Es Ex α)) :
    (∀ w ∈ Icc (0 : ℝ) 1, hybrid Es Ex α w = chord (hybrid Es Ex α) w) ↔
      α * ((As - Is) - (Ax - Ix)) = As - Is := by
  -- frontier energies mix linearly
  have hf : FrontierEnergies (hybrid Es Ex α)
      ((1 - α) * Is + α * Ix) ((1 - α) * As + α * Ax) := by
    constructor
    · have d := (hs.affinity.const_mul (1 - α)).add (hx.affinity.const_mul α)
      exact d.congr_deriv (by ring)
    · have d := (hs.ionization.const_mul (1 - α)).add (hx.ionization.const_mul α)
      exact d.congr_deriv (by ring)
  rw [← straight_iff hc hf]
  constructor <;> intro e <;> linarith

end

end StraightLineError
```

Let the parents have frontier energies $I_s,A_s$ and $I_x,A_x$. Differentiation is linear, so the hybrid has

$$I=(1-\alpha)I_s+\alpha I_x,\qquad A=(1-\alpha)A_s+\alpha A_x .$$

This is `hf`. If the hybrid curve is convex, it is straight exactly when $I=A$, which rearranges to

$$\alpha\,\big[(A_s-I_s)-(A_x-I_x)\big]=A_s-I_s .$$

When the bracket is nonzero, this fixes one mixing fraction. If the semilocal parent has $A_s-I_s>0$ and the exact-exchange parent has $A_x-I_x<0$, that fraction lies strictly between $0$ and $1$.

The hypothesis `hc` asks for convexity of the hybrid at the given $\alpha$, and not of either parent, so a concave exact-exchange curve is allowed. The convexity is assumed, not derived from properties of the parents. At a fraction that solves the tuning equation it is a strong assumption, because a convex curve with equal end slopes is already straight, and a convex parent and a concave one need not mix to a convex curve. Without convexity, a solution of the tuning equation still makes the two end slopes equal, but the curve between them may bend.

```lean
#print axioms StraightLineError.frontier_bracket
-- 'StraightLineError.frontier_bracket' depends on axioms: [propext, Classical.choice, Quot.sound]
#print axioms StraightLineError.straight_line_error
-- 'StraightLineError.straight_line_error' depends on axioms: [propext, Classical.choice, Quot.sound]
#print axioms StraightLineError.quarter_bound_sharp
-- 'StraightLineError.quarter_bound_sharp' depends on axioms: [propext, Classical.choice, Quot.sound]
#print axioms StraightLineError.hybrid_straight_iff
-- 'StraightLineError.hybrid_straight_iff' depends on axioms: [propext, Classical.choice, Quot.sound]
```
